# Plane waves on a uniform grid: their energy band and its error against the free-particle parabola

A wavefunction here is any function $\psi:\mathbb Z\to\mathbb C$, with no condition of square summability. This choice admits plane waves, which have the same modulus at every site and so have no finite norm on an infinite grid. "Eigenvector" accordingly means a nonzero function that satisfies the eigenvalue equation at every site, and no Hilbert space or spectral theorem is involved.

The grid points are $an$, with spacing $a$ and integer $n$. The hopping energy $t$ couples neighbouring points; for a particle of mass $m$ its value is $\hbar^2/(2ma^2)$, as part (h) explains. The discretised kinetic energy is
$$(H\psi)_n=t\,(2\psi_n-\psi_{n+1}-\psi_{n-1}).$$
There is no potential, no contact and no edge. For such a uniform, single-band, one-dimensional chain, the parts below say how far the grid misplaces the kinetic energy of a carrier with wavenumber $k$. The same three-point formula can serve as the kinetic energy in a Green function device simulation, but the potential and the contacts of a device are not treated here.

```lean
import Mathlib

open Real

namespace GridDispersion

noncomputable section
```

In Lean, $H$ is `gridHamiltonian t`, a map from functions to functions.

```lean
/-- The discretised kinetic energy on an infinite grid with hopping energy `t`:
`ψ ↦ t (2 ψ_n - ψ_(n+1) - ψ_(n-1))`. -/
def gridHamiltonian (t : ℝ) (ψ : ℤ → ℂ) : ℤ → ℂ :=
  fun n => (t : ℂ) * (2 * ψ n - ψ (n + 1) - ψ (n - 1))
```

The plane wave $\psi_n=e^{ikan}$ is `planeWave k a`, with $k$ and $a$ real.

```lean
/-- The plane wave `exp(i k a n)` sampled on the grid points `a n`. -/
def planeWave (k a : ℝ) : ℤ → ℂ :=
  fun n => Complex.exp (((k * a : ℝ) : ℂ) * (n : ℂ) * Complex.I)
```

## (a) The energy of a plane wave

**Task.** Show that the plane wave is a nonzero eigenvector of $H$:
$$H\psi=E(k)\,\psi,\qquad E(k)=2t(1-\cos ka).$$

**Solution.** Since $\psi_0=1$, the wave is not the zero function. Moving by one site multiplies it by a phase, $\psi_{n\pm1}=e^{\pm ika}\psi_n$. Hence
$$(H\psi)_n=t\,(2-e^{ika}-e^{-ika})\,\psi_n=2t(1-\cos ka)\,\psi_n .$$

The energy just found is named `latticeEnergy`.

```lean
/-- The grid dispersion relation `E = 2t (1 - cos ka)`. -/
def latticeEnergy (t a k : ℝ) : ℝ := 2 * t * (1 - cos (k * a))
```

The later parts compare it with the parabola $E_0(k)=t(ka)^2$, named `parabolicEnergy`. For $t=\hbar^2/(2ma^2)$ this is the free-particle energy $\hbar^2k^2/(2m)$.

```lean
/-- The parabolic dispersion relation `E0 = t (ka)²`. -/
def parabolicEnergy (t a k : ℝ) : ℝ := t * (k * a) ^ 2
```

The theorem joins the two claims, `planeWave k a ≠ 0` and the eigenvalue equation as an equality of functions, for all real $t$, $a$ and $k$. In the proof, `hp` and `hm` are the two phase shifts, and `hc` is Euler's formula for $2\cos ka$. The closing `linear_combination` multiplies `hc` by $t\psi_n$, which is the last equality above.

```lean
/-- A plane wave is a nonzero eigenvector of the grid Hamiltonian, with energy
`2t (1 - cos ka)`. -/
theorem planeWave_eigenvector (t a k : ℝ) :
    planeWave k a ≠ 0 ∧
      gridHamiltonian t (planeWave k a) = (latticeEnergy t a k : ℂ) • planeWave k a := by
  refine ⟨fun h => Complex.exp_ne_zero _ (congrFun h 0), ?_⟩
  funext n
  -- a shift by one site multiplies the wave by a phase
  have hp : planeWave k a (n + 1)
      = planeWave k a n * Complex.exp (((k * a : ℝ) : ℂ) * Complex.I) := by
    unfold planeWave
    rw [← Complex.exp_add]
    congr 1
    push_cast
    ring
  have hm : planeWave k a (n - 1)
      = planeWave k a n * Complex.exp (-((k * a : ℝ) : ℂ) * Complex.I) := by
    unfold planeWave
    rw [← Complex.exp_add]
    congr 1
    push_cast
    ring
  -- the two phases add up to a cosine
  have hc : 2 * ((cos (k * a) : ℝ) : ℂ) = Complex.exp (((k * a : ℝ) : ℂ) * Complex.I)
      + Complex.exp (-((k * a : ℝ) : ℂ) * Complex.I) := by
    rw [Complex.ofReal_cos, Complex.cos]
    ring
  have hE : ((latticeEnergy t a k : ℝ) : ℂ)
      = (t : ℂ) * (2 - 2 * ((cos (k * a) : ℝ) : ℂ)) := by
    unfold latticeEnergy
    push_cast
    ring
  change (t : ℂ) * (2 * planeWave k a n - planeWave k a (n + 1) - planeWave k a (n - 1))
    = (latticeEnergy t a k : ℂ) * planeWave k a n
  rw [hp, hm, hE]
  linear_combination ((t : ℂ) * planeWave k a n) * hc
```

## (b) The width of the band

**Task.** For $t>0$ and $a>0$, show that the plane-wave energies fill an interval exactly:
$$\{E(k):k\in\mathbb R\}=[0,4t].$$

**Solution.** From $-1\le\cos ka\le1$ we get $0\le E(k)\le4t$. Conversely, let $0\le E\le4t$. Then $1-E/(2t)$ lies in $[-1,1]$, so we may set
$$k=\frac1a\arccos\!\Big(1-\frac{E}{2t}\Big),$$
and this gives $2t(1-\cos ka)=E$.

In Lean the left side is `Set.range (latticeEnergy t a)` and the right side is `Set.Icc 0 (4 * t)`. The statement concerns plane-wave energies, not the spectrum of an operator on square-summable functions. The proof treats the two inclusions in turn: `nlinarith` gets the first from the bounds on the cosine, and the second supplies the wavenumber above.

```lean
/-- For positive hopping and grid spacing, the plane-wave energies fill exactly the
band `[0, 4t]`. -/
theorem band_range {t a : ℝ} (ht : 0 < t) (ha : 0 < a) :
    Set.range (latticeEnergy t a) = Set.Icc 0 (4 * t) := by
  ext E
  constructor
  · rintro ⟨k, rfl⟩
    unfold latticeEnergy
    constructor <;> nlinarith [cos_le_one (k * a), neg_one_le_cos (k * a)]
  · rintro ⟨h0, h4⟩
    have h1 : 0 ≤ E / (2 * t) := div_nonneg h0 (by positivity)
    have h2 : E / (2 * t) ≤ 2 := by
      rw [div_le_iff₀ (by positivity)]
      linarith
    have h3 : 2 * t * (E / (2 * t)) = E := mul_div_cancel₀ E (by positivity)
    -- solve the dispersion relation for the wavenumber
    refine ⟨arccos (1 - E / (2 * t)) / a, ?_⟩
    unfold latticeEnergy
    rw [div_mul_cancel₀ _ ha.ne', cos_arccos (by linarith) (by linarith)]
    linear_combination h3
```

## (c) A sign criterion from the slope

**Task.** Let $f$ be differentiable with $f(0)=0$ and $f'(x)\ge0$ for all $x\ge0$. Show that
$$f(x)\ge0\qquad\text{for all }x\ge0.$$

**Solution.** At $x=0$ there is nothing to do. For $x>0$ the mean value theorem gives a point $\xi$ between $0$ and $x$ with $f(x)=f(x)-f(0)=x f'(\xi)\ge0$.

The Lean hypothesis `hd` says that `f'` is the derivative of `f` on the whole real line; its sign is needed only on the half-line. The proof first shows that `f` is monotone on `Set.Ici 0`, the set $x\ge0$, and then compares its values at $0$ and $x$.

```lean
/-- A function that is differentiable on the whole real line, vanishes at zero and has nonnegative
slope on the half-line `x ≥ 0` is nonnegative there. -/
theorem nonneg_of_slope {f f' : ℝ → ℝ} (h0 : f 0 = 0) (hd : ∀ x, HasDerivAt f (f' x) x)
    (hf : ∀ x, 0 ≤ x → 0 ≤ f' x) (x : ℝ) (hx : 0 ≤ x) : 0 ≤ f x := by
  have hm : MonotoneOn f (Set.Ici 0) := by
    apply monotoneOn_of_deriv_nonneg (convex_Ici 0)
    · exact fun y _ => (hd y).continuousAt.continuousWithinAt
    · exact fun y _ => (hd y).differentiableAt.differentiableWithinAt
    · intro y hy
      rw [(hd y).deriv]
      exact hf y (interior_subset hy)
  have h := hm (Set.mem_Ici.2 le_rfl) (Set.mem_Ici.2 hx) hx
  rwa [h0] at h
```

## (d) Taylor bounds on the cosine

**Task.** Show that for every real $x$
$$1-\frac{x^2}{2}+\frac{x^4}{24}-\frac{x^6}{720}\;\le\;\cos x\;\le\;1-\frac{x^2}{2}+\frac{x^4}{24}.$$

**Solution.** Start from $1-\cos x=2\sin^2(x/2)\le x^2/2$. Now take four functions, each of which vanishes at $0$:
$$\begin{aligned}
s_1&=\sin x-\Big(x-\tfrac{x^3}{6}\Big), & s_1'&=\cos x-\Big(1-\tfrac{x^2}{2}\Big)\ge0,\\
c_1&=1-\tfrac{x^2}{2}+\tfrac{x^4}{24}-\cos x, & c_1'&=s_1,\\
s_2&=x-\tfrac{x^3}{6}+\tfrac{x^5}{120}-\sin x, & s_2'&=c_1,\\
c_2&=\cos x-\Big(1-\tfrac{x^2}{2}+\tfrac{x^4}{24}-\tfrac{x^6}{720}\Big), & c_2'&=s_2.
\end{aligned}$$
By part (c), each is nonnegative for $x\ge0$, one after the other. The signs of $c_1$ and $c_2$ are the two bounds. All terms in them are even in $x$, so they hold for negative $x$ too.

The Lean proof has the same four steps under the names `s1`, `c1`, `s2` and `c2`. The starting inequality is Mathlib's `one_sub_sq_div_two_le_cos`, and the case split at the end handles negative arguments.

```lean
/-- The cosine lies between its Taylor polynomials of degree six and four, for every
real argument. -/
theorem cos_bounds (x : ℝ) :
    1 - x ^ 2 / 2 + x ^ 4 / 24 - x ^ 6 / 720 ≤ cos x ∧
      cos x ≤ 1 - x ^ 2 / 2 + x ^ 4 / 24 := by
  -- integrate the quadratic bound on the cosine four times
  have s1 := nonneg_of_slope (f := fun y => sin y - (y - y ^ 3 / 6))
    (f' := fun y => cos y - (1 - y ^ 2 / 2)) (by simp)
    (fun y => ((hasDerivAt_sin y).fun_sub ((hasDerivAt_id' y).fun_sub
      ((hasDerivAt_pow 3 y).div_const 6))).congr_deriv (by push_cast; ring))
    (fun y _ => sub_nonneg.2 (one_sub_sq_div_two_le_cos))
  have c1 := nonneg_of_slope (f := fun y => 1 - y ^ 2 / 2 + y ^ 4 / 24 - cos y)
    (f' := fun y => sin y - (y - y ^ 3 / 6)) (by simp)
    (fun y => ((((hasDerivAt_const y (1 : ℝ)).fun_sub
      ((hasDerivAt_pow 2 y).div_const 2)).fun_add
      ((hasDerivAt_pow 4 y).div_const 24)).fun_sub
      (hasDerivAt_cos y)).congr_deriv (by push_cast; ring)) s1
  have s2 := nonneg_of_slope (f := fun y => y - y ^ 3 / 6 + y ^ 5 / 120 - sin y)
    (f' := fun y => 1 - y ^ 2 / 2 + y ^ 4 / 24 - cos y) (by simp)
    (fun y => ((((hasDerivAt_id' y).fun_sub
      ((hasDerivAt_pow 3 y).div_const 6)).fun_add
      ((hasDerivAt_pow 5 y).div_const 120)).fun_sub
      (hasDerivAt_sin y)).congr_deriv (by push_cast; ring)) c1
  have c2 := nonneg_of_slope
    (f := fun y => cos y - (1 - y ^ 2 / 2 + y ^ 4 / 24 - y ^ 6 / 720))
    (f' := fun y => y - y ^ 3 / 6 + y ^ 5 / 120 - sin y) (by simp)
    (fun y => ((hasDerivAt_cos y).fun_sub ((((hasDerivAt_const y (1 : ℝ)).fun_sub
      ((hasDerivAt_pow 2 y).div_const 2)).fun_add
      ((hasDerivAt_pow 4 y).div_const 24)).fun_sub
      ((hasDerivAt_pow 6 y).div_const 720))).congr_deriv (by push_cast; ring)) s2
  -- negative arguments follow by parity
  rcases le_total 0 x with hx | hx
  · exact ⟨sub_nonneg.1 (c2 x hx), sub_nonneg.1 (c1 x hx)⟩
  · have h1 := c1 (-x) (by linarith)
    have h2 := c2 (-x) (by linarith)
    simp only [cos_neg] at h1 h2
    constructor <;> nlinarith [h1, h2]
```

## (e) The grid energy below the parabola

**Task.** For $t>0$, show that at every wavenumber
$$E_0\Big(1-\frac{E_0}{12t}\Big)\le E\le E_0 .$$

**Solution.** Write $x=ka$, so that $E_0=tx^2$ and $E_0/(12t)=x^2/12$. The quadratic bound gives $E=2t(1-\cos x)\le tx^2=E_0$. The upper bound on the cosine from part (d) gives
$$E\ge2t\Big(\frac{x^2}{2}-\frac{x^4}{24}\Big)=tx^2\Big(1-\frac{x^2}{12}\Big)=E_0\Big(1-\frac{E_0}{12t}\Big).$$

No restriction to small $ka$ is needed, although the lower bound is negative, and so says little, once $(ka)^2>12$. In the proof, `e` is the identity $E_0/(12t)=(ka)^2/12$, while `h1` and `h2` are the cosine bounds multiplied by $t$.

```lean
/-- For positive hopping, the grid energy is at most the parabola `E0` and at least
`E0 (1 - E0/(12t))`, at every wavenumber. -/
theorem parabola_bounds {t : ℝ} (ht : 0 < t) (a k : ℝ) :
    parabolicEnergy t a k * (1 - parabolicEnergy t a k / (12 * t)) ≤ latticeEnergy t a k ∧
      latticeEnergy t a k ≤ parabolicEnergy t a k := by
  have e : parabolicEnergy t a k / (12 * t) = (k * a) ^ 2 / 12 := by
    unfold parabolicEnergy
    rw [mul_comm 12 t, mul_div_mul_left _ _ ht.ne']
  have h1 := mul_le_mul_of_nonneg_left (cos_bounds (k * a)).2 ht.le
  have h2 := mul_le_mul_of_nonneg_left (one_sub_sq_div_two_le_cos (x := k * a)) ht.le
  rw [e]
  unfold parabolicEnergy latticeEnergy
  constructor <;> nlinarith [h1, h2]
```

## (f) The discretisation error from both sides

**Task.** For $t\ge0$, show that
$$E_0\Big(\frac{(ka)^2}{12}-\frac{(ka)^4}{360}\Big)\le E_0-E\le E_0\,\frac{(ka)^2}{12}.$$

**Solution.** With $x=ka$, the error is $E_0-E=t(x^2-2+2\cos x)$. Inserting the two bounds of part (d) gives
$$t\Big(\frac{x^4}{12}-\frac{x^6}{360}\Big)\le E_0-E\le\frac{t\,x^4}{12},$$
and taking out $E_0=tx^2$ gives the claim.

Where $E_0\ne0$, division shows that the relative error is at most $(ka)^2/12$. The theorem keeps the multiplied form, which also covers $k=0$. With ten grid points per wavelength, $ka=2\pi/10$, and the grid energy is between 3.2% and 3.3% too low. The proof multiplies both cosine bounds by $t$ and leaves the algebra to `nlinarith`.

```lean
/-- For nonnegative hopping, the discretisation error `E0 - E` is at most `(ka)²/12` times
`E0`, and at least `(ka)²/12 - (ka)⁴/360` times `E0`. -/
theorem discretisation_error {t : ℝ} (ht : 0 ≤ t) (a k : ℝ) :
    parabolicEnergy t a k * ((k * a) ^ 2 / 12 - (k * a) ^ 4 / 360)
        ≤ parabolicEnergy t a k - latticeEnergy t a k ∧
      parabolicEnergy t a k - latticeEnergy t a k
        ≤ parabolicEnergy t a k * ((k * a) ^ 2 / 12) := by
  have h1 := mul_le_mul_of_nonneg_left (cos_bounds (k * a)).1 ht
  have h2 := mul_le_mul_of_nonneg_left (cos_bounds (k * a)).2 ht
  unfold parabolicEnergy latticeEnergy
  constructor <;> nlinarith [h1, h2]
```

## (g) The best constant

**Task.** Let $t>0$ and $a>0$, and suppose that a constant $c$ satisfies $E_0-E\le c\,(ka)^2E_0$ at all wavenumbers. Show that
$$c\ge\frac1{12}.$$

**Solution.** Suppose that $c=\tfrac1{12}-d$ with $d>0$, and take $k=\sqrt d/a$, so that $(ka)^2=d$ and $E_0=td>0$. The supposed bound and the lower bound of part (f) together give
$$E_0\Big(\frac d{12}-\frac{d^2}{360}\Big)\le E_0-E\le E_0\Big(\frac d{12}-d^2\Big).$$
Dividing by $E_0$ leaves $d^2\le d^2/360$, which is false for $d>0$.

The hypothesis `h` quantifies over every `k`, with `t`, `a` and `c` fixed. The proof evaluates it at `√d / a` as `h1`, takes the lower bound there as `h2`, and finds the contradiction from $td^3>0$.

```lean
/-- For positive hopping and spacing, any constant `c` for which the error is at most
`c (ka)² E0` at all wavenumbers is at least `1/12`. -/
theorem error_constant_sharp {t a c : ℝ} (ht : 0 < t) (ha : 0 < a)
    (h : ∀ k, parabolicEnergy t a k - latticeEnergy t a k
      ≤ c * (k * a) ^ 2 * parabolicEnergy t a k) : 1 / 12 ≤ c := by
  by_contra hc
  have hc' := not_le.1 hc
  obtain ⟨d, rfl⟩ : ∃ d, c = 1 / 12 - d := ⟨1 / 12 - c, by ring⟩
  have hd : 0 < d := by linarith
  -- test the supposed bound at the wavenumber with (ka)² = d
  have hk : √d / a * a = √d := div_mul_cancel₀ _ ha.ne'
  have s : √d ^ 2 = d := sq_sqrt hd.le
  have s4 : √d ^ 4 = d ^ 2 := by
    calc √d ^ 4 = (√d ^ 2) ^ 2 := by ring
      _ = d ^ 2 := by rw [s]
  have hE : parabolicEnergy t a (√d / a) = t * d := by
    unfold parabolicEnergy
    rw [hk, s]
  have h1 := h (√d / a)
  have h2 := (discretisation_error ht.le a (√d / a)).1
  rw [hE, hk, s] at h1
  rw [hE, hk, s, s4] at h2
  have hpos : 0 < t * d ^ 3 := by positivity
  nlinarith [h1, h2, hpos]
```

## (h) The effective-mass energy

**Task.** Replacing the second derivative in $-\frac{\hbar^2}{2m}\psi''$ by the three-point difference gives $t=\hbar^2/(2ma^2)$. Here $m$ is the effective mass, which is $\hbar^2$ divided by the curvature of the semiconductor band (the second derivative of its energy with respect to wavenumber) at the band minimum. Both the energy and $k$ are measured from that minimum. For $m>0$ and $a>0$, show that
$$\Big|E-\frac{\hbar^2k^2}{2m}\Big|\le\frac{\hbar^2k^2}{2m}\,\frac{(ka)^2}{12}.$$

**Solution.** With this hopping,
$$E_0=\frac{\hbar^2}{2ma^2}(ka)^2=\frac{\hbar^2k^2}{2m}.$$
Since $E\le E_0$, the absolute value equals $E_0-E$, and part (f) bounds it.

In Lean, `hbar` is an arbitrary real number, so any system of units will do. The value of $t$ is put in by hand, and the parabolic band is assumed, not derived from a crystal potential. The proof establishes $E_0=\hbar^2k^2/(2m)$ as `e` and $E\le E_0$ as `hle`, then removes the absolute value.

```lean
/-- With hopping `ħ²/(2ma²)`, positive mass and positive spacing, the grid energy differs
from `ħ²k²/(2m)` by at most the fraction `(ka)²/12` of the latter. -/
theorem effective_mass_error (hbar k : ℝ) {m a : ℝ} (hm : 0 < m) (ha : 0 < a) :
    |latticeEnergy (hbar ^ 2 / (2 * m * a ^ 2)) a k - hbar ^ 2 * k ^ 2 / (2 * m)|
      ≤ hbar ^ 2 * k ^ 2 / (2 * m) * ((k * a) ^ 2 / 12) := by
  have ht : 0 ≤ hbar ^ 2 / (2 * m * a ^ 2) := by positivity
  have e : parabolicEnergy (hbar ^ 2 / (2 * m * a ^ 2)) a k
      = hbar ^ 2 * k ^ 2 / (2 * m) := by
    unfold parabolicEnergy
    rw [div_mul_eq_mul_div, div_eq_div_iff (by positivity) (by positivity)]
    ring
  have hle : latticeEnergy (hbar ^ 2 / (2 * m * a ^ 2)) a k
      ≤ parabolicEnergy (hbar ^ 2 / (2 * m * a ^ 2)) a k := by
    have h := mul_le_mul_of_nonneg_left (one_sub_sq_div_two_le_cos (x := k * a)) ht
    unfold latticeEnergy parabolicEnergy
    linarith
  have herr := (discretisation_error ht a k).2
  rw [e] at hle herr
  rw [abs_sub_comm, abs_of_nonneg (sub_nonneg.2 hle)]
  exact herr

end

end GridDispersion
```

```lean
#print axioms GridDispersion.band_range
-- 'GridDispersion.band_range' depends on axioms: [propext, Classical.choice, Quot.sound]
#print axioms GridDispersion.parabola_bounds
-- 'GridDispersion.parabola_bounds' depends on axioms: [propext, Classical.choice, Quot.sound]
#print axioms GridDispersion.error_constant_sharp
-- 'GridDispersion.error_constant_sharp' depends on axioms: [propext, Classical.choice, Quot.sound]
#print axioms GridDispersion.effective_mass_error
-- 'GridDispersion.effective_mass_error' depends on axioms: [propext, Classical.choice, Quot.sound]
```

## The group velocity by the same argument

The sine bound $s_1\ge0$ from part (d) also controls the group velocity $v=\hbar^{-1}\,dE/dk$; this estimate is derived here in prose only. With the hopping of part (h), $v=\hbar\sin(ka)/(ma)$, while the parabola gives $v_0=\hbar k/m$. For $k\ge0$ and $\hbar>0$, the inequalities $x-x^3/6\le\sin x\le x$ at $x=ka$ yield
$$0\le v_0-v\le v_0\,\frac{(ka)^2}{6}.$$
The bound on the relative velocity error is thus twice the bound on the relative energy error.
